# The exponential of a finite Hamiltonian in its orthonormal eigenbasis

Let `H` be a finite complex matrix for which the columns of `U` form an orthonormal eigenbasis, with real energies `E k`. The theorem states that, for every complex number `s`, the exponential of `s • H` equals `U` times the diagonal matrix with entries exp(s E_k) times `Uᴴ`. Imaginary `s` covers time evolution under a constant Hamiltonian, and negative real `s` the unnormalised Boltzmann operator. The proof writes `s • H` as a diagonal matrix conjugated by `U`, takes the exponential inside the conjugation and then inside the diagonal, and finally has to show that the exponential of a function on the index set is computed entry by entry.

The failing Lean file:

```lean
import Mathlib

open Matrix

namespace ExpSmulEq

noncomputable section

variable {n : Type*} [Fintype n] [DecidableEq n]

/-- The columns of `U` form an orthonormal eigenbasis of `H` with real energies `E`. -/
def IsEigenbasis (H U : Matrix n n ℂ) (E : n → ℝ) : Prop :=
  Uᴴ * U = 1 ∧ H * U = U * diagonal (fun k => (E k : ℂ))

/-- In an eigenbasis of `H` the exponential of `sH` is diagonal, with entries `exp(s E_k)`. -/
theorem exp_smul_eq {H U : Matrix n n ℂ} {E : n → ℝ} (h : IsEigenbasis H U E) (s : ℂ) :
    NormedSpace.exp (s • H) = U * diagonal (fun k => Complex.exp (s * E k)) * Uᴴ := by
  have hU : U * Uᴴ = 1 := mul_eq_one_comm.mp h.1
  have hinv : U⁻¹ = Uᴴ := Matrix.inv_eq_left_inv h.1
  have hu : IsUnit U := ⟨⟨U, Uᴴ, hU, h.1⟩, rfl⟩
  have hd : diagonal (fun k => s * (E k : ℂ)) = s • diagonal (fun k => (E k : ℂ)) := by
    ext i j
    by_cases hij : i = j <;> simp [Matrix.diagonal_apply, hij]
  have hs : s • H = U * diagonal (fun k => s * (E k : ℂ)) * U⁻¹ := by
    rw [hd, hinv, Matrix.mul_smul, Matrix.smul_mul, ← h.2, Matrix.mul_assoc, hU,
      Matrix.mul_one]
  have he : NormedSpace.exp (fun k => s * (E k : ℂ)) = fun k => Complex.exp (s * E k) := by
    funext k
    rw [Pi.exp_apply, Complex.exp_eq_exp_ℂ]
  rw [hs, Matrix.exp_conj _ _ hu, Matrix.exp_diagonal, hinv, he]

end

end ExpSmulEq
```

The compiler's answer:

```
Main.lean:29:8: error(lean.unknownIdentifier): Unknown identifier `Pi.exp_apply`
Main.lean:23:35: warning: This simp argument is unused:
  Matrix.diagonal_apply

Hint: Omit it from the simp argument list.
  [apply] simp [hij]

Note: This linter can be disabled with `set_option linter.unusedSimpArgs false`
```

Fix (accepted with no message):

```diff
@@ -21,5 +21,5 @@
   have hd : diagonal (fun k => s * (E k : ℂ)) = s • diagonal (fun k => (E k : ℂ)) := by
     ext i j
-    by_cases hij : i = j <;> simp [Matrix.diagonal_apply, hij]
+    by_cases hij : i = j <;> simp [hij]
   have hs : s • H = U * diagonal (fun k => s * (E k : ℂ)) * U⁻¹ := by
     rw [hd, hinv, Matrix.mul_smul, Matrix.smul_mul, ← h.2, Matrix.mul_assoc, hU,
@@ -27,5 +27,8 @@
   have he : NormedSpace.exp (fun k => s * (E k : ℂ)) = fun k => Complex.exp (s * E k) := by
     funext k
-    rw [Pi.exp_apply, Complex.exp_eq_exp_ℂ]
+    rw [Complex.exp_eq_exp_ℂ]
+    -- evaluation at `k` is a continuous ring homomorphism
+    exact NormedSpace.map_exp (Pi.evalRingHom (fun _ : n => ℂ) k) (continuous_apply k)
+      (fun j => s * (E j : ℂ))
   rw [hs, Matrix.exp_conj _ _ hu, Matrix.exp_diagonal, hinv, he]
 
```

Diagnosis. The error is in that last step, `he`. After `funext k`, the left side is the exponential of the whole function `fun k => s * (E k : ℂ)`, evaluated at `k`, and the right side is the complex exponential of one entry. The rewrite that should link them names `Pi.exp_apply`, and Lean finds nothing of that name here.

The repair keeps the rewrite with `Complex.exp_eq_exp_ℂ`, which turns `Complex.exp` into `NormedSpace.exp`, so that both sides use the same exponential. It then proves the entrywise rule from `NormedSpace.map_exp`, by which a continuous ring homomorphism commutes with the exponential. The homomorphism is evaluation at `k`, given by `Pi.evalRingHom`, and `continuous_apply k` supplies its continuity.

The warning concerns `hd`, where `simp` made no use of `Matrix.diagonal_apply`. Dropping that argument is mere tidying.
